# Randomization p-values are valid when a finite group preserves the probabilities

Several independent simulation runs of a liquid use one thermostat, and several more use another. The mean energy is higher in the first set. To judge whether the thermostat matters, one shuffles the labels of the runs in every possible way and records the fraction of shuffles that give a difference at least as large as the observed one. If this fraction is 0.03, the difference looks real. But how often would so small a fraction turn up if the thermostat had no effect?

If it has no effect on the distribution of the energies, and the runs are independent, equally long and otherwise prepared in the same way, with identically distributed starting points, every reordering of the energies is equally probable. This symmetry alone bounds the rate of false alarms, whatever the distribution of the energies and whatever statistic is compared, provided that the statistic, including the direction of the difference, is fixed before the data are seen.

## Counting ranks along an orbit

Let $X$ be the finite set of possible data sets, with probabilities $w(x)\ge 0$ and $\sum_x w(x)=1$. A finite group $G$ acts on $X$ with $w(gx)=w(x)$. For a real statistic $T$, define

$$p(x)=\frac{\#\{g\in G: T(gx)\ge T(x)\}}{|G|}.$$

The claim is that $P(p\le a)\le a$ for every $a\ge 0$.

**Ranks in a list.** For a finite list of real numbers $f_i$, let $r_i=\#\{j: f_j\ge f_i\}$. For $c\ge 0$, let $S$ be the set of $i$ with $r_i\le c$. If $S$ is empty, then $|S|=0\le c$. Otherwise choose $i\in S$ with the smallest $f_i$. Every $j\in S$ has $f_j\ge f_i$ and is therefore counted in $r_i$, so $|S|\le r_i\le c$.

**The p-value is a rank.** Fix $x$ and take the list $f_g=T(gx)$, indexed by $G$. For $h\in G$, the product $g'=gh$ runs through $G$ once as $g$ does, so

$$p(hx)=\frac{\#\{g:T(ghx)\ge T(hx)\}}{|G|}=\frac{\#\{g':T(g'x)\ge T(hx)\}}{|G|}=\frac{r_h}{|G|}.$$

**Averaging over the group.** Let $1_A$ be the indicator of an event $A$. Since $x\mapsto hx$ permutes $X$,

$$P(A)=\sum_x w(hx)\,1_A(hx)=\sum_x w(x)\,1_A(hx).$$

The mean over all $h$ is

$$P(A)=\sum_x w(x)\,\frac{\#\{h: hx\in A\}}{|G|}.$$

**The bound.** Let $A$ be the event $p\le a$. Then $hx\in A$ means $r_h\le a|G|$, which holds for at most $a|G|$ elements $h$. Hence $P(A)\le\sum_x w(x)\,a=a$.

If the values $T(gx)$ are distinct for distinct $g$, the bound is attained at multiples of $1/|G|$. When $f_i<f_j$, everything counted in $r_j$ is counted in $r_i$, and $i$ itself is counted only in $r_i$, so $r_j<r_i$. The ranks are thus $|G|$ distinct integers between $1$ and $|G|$, and exactly $k$ of them are at most $k$. The same average gives $P(p\le k/|G|)=k/|G|$ for $0\le k\le|G|$.

## A biased sign and a trivial group

Let the data be a single sign $x=\pm1$, let $G$ consist of the identity and the flip, and let $T(x)=x$. Then $p(+1)=1/2$ and $p(-1)=1$. If $+1$ has probability $q>1/2$, then $P(p\le 1/2)=q>1/2$, and the bound fails. Here the invariance of $w$ is violated and everything else holds.

The smallest group contains only the identity. Then $p=1$ for all data, and the test never rejects at a level below $1$. In general the identity is always counted, so $p\ge 1/|G|$: a small group cannot produce a small p-value.

## Ranks and p-values in Lean

```lean
import Mathlib

open Finset

namespace RandomizationTest

noncomputable section
```

The rank used here counts from the top: the largest entry, if unique, has rank $1$, and tied entries share the larger count. The notation `#{j : ι | ...}` is the number of elements satisfying the condition.

```lean
/-- The upper rank of entry `i` in a finite list of real values: the number of entries
that are at least as large, itself included. -/
def upperRank {ι : Type*} [Fintype ι] (f : ι → ℝ) (i : ι) : ℕ :=
  #{j : ι | f i ≤ f j}
```

In `pValue`, the action $gx$ is written `g • x`. The count is over group elements, so a data set reached by several of them counts several times.

```lean
/-- The randomization p-value of the data `x`: the fraction of transformations `g` in the
finite group `G` for which the statistic of `g • x` is at least that of `x`. -/
def pValue (G : Type*) {X : Type*} [Group G] [Fintype G] [MulAction G X]
    (T : X → ℝ) (x : X) : ℝ :=
  (#{g : G | T x ≤ T (g • x)} : ℝ) / Fintype.card G
```

The bound on small ranks follows the hand argument. `Finset.exists_min_image` supplies the smallest entry of the set, `hsub` states that its rank counts all the others, and `hcard` compares the sizes.

```lean
/-- In a finite list of real values, at most `c` entries have upper rank at most `c`,
for every real `c ≥ 0`. -/
theorem card_upperRank_le {ι : Type*} [Fintype ι] (f : ι → ℝ) {c : ℝ} (hc : 0 ≤ c) :
    (#{i : ι | (upperRank f i : ℝ) ≤ c} : ℝ) ≤ c := by
  rcases ({i : ι | (upperRank f i : ℝ) ≤ c} : Finset ι).eq_empty_or_nonempty with h | h
  · rw [h]
    simpa using hc
  · -- the smallest entry of the set counts all the others in its rank
    obtain ⟨i, hi, hmin⟩ := Finset.exists_min_image _ f h
    have hsub : ({i : ι | (upperRank f i : ℝ) ≤ c} : Finset ι) ⊆
        ({j : ι | f i ≤ f j} : Finset ι) :=
      fun j hj => Finset.mem_filter.2 ⟨Finset.mem_univ j, hmin j hj⟩
    have hcard : (#{i : ι | (upperRank f i : ℝ) ≤ c} : ℝ) ≤ (upperRank f i : ℝ) :=
      Nat.cast_le.2 (Finset.card_le_card hsub)
    exact hcard.trans (Finset.mem_filter.1 hi).2
```

For distinct entries, `hlt` shows that a larger value has a strictly smaller rank, and `hinj` concludes that no rank is repeated. `himg` identifies the ranks with the integers from $1$ to the length of the list, and `hk'` selects those up to `k`.

```lean
/-- In a finite list of distinct real values, exactly `k` entries have upper rank at most
`k`, for every `k` up to the length of the list. -/
theorem card_upperRank_eq {ι : Type*} [Fintype ι] (f : ι → ℝ)
    (hf : Function.Injective f) {k : ℕ} (hk : k ≤ Fintype.card ι) :
    #{i : ι | upperRank f i ≤ k} = k := by
  have hlt : ∀ i j, f i < f j → upperRank f j < upperRank f i := by
    intro i j h
    have hsub : ({l : ι | f j ≤ f l} : Finset ι) ⊆ ({l : ι | f i ≤ f l} : Finset ι) :=
      fun l hl => Finset.mem_filter.2
        ⟨Finset.mem_univ l, h.le.trans (Finset.mem_filter.1 hl).2⟩
    exact Finset.card_lt_card ((Finset.ssubset_iff_of_subset hsub).2
      ⟨i, by simp, by simpa using h⟩)
  have hinj : Function.Injective (upperRank f) := by
    intro i j h
    by_contra hne
    rcases lt_or_gt_of_ne (hf.ne hne) with h1 | h1
    · have := hlt _ _ h1
      omega
    · have := hlt _ _ h1
      omega
  have hpos : ∀ i, 1 ≤ upperRank f i := fun i => Finset.card_pos.2 ⟨i, by simp⟩
  -- the ranks are a rearrangement of 1, ..., n
  have himg : Finset.univ.image (upperRank f) = Finset.Icc 1 (Fintype.card ι) := by
    apply Finset.eq_of_subset_of_card_le
    · intro m hm
      obtain ⟨i, _, rfl⟩ := Finset.mem_image.1 hm
      exact Finset.mem_Icc.2 ⟨hpos i, Finset.card_le_univ _⟩
    · rw [Finset.card_image_of_injective _ hinj]
      simp
  have hk' : ({i : ι | upperRank f i ≤ k} : Finset ι).image (upperRank f)
      = Finset.Icc 1 k := by
    ext m
    simp only [Finset.mem_image, Finset.mem_filter, Finset.mem_univ, true_and,
      Finset.mem_Icc]
    constructor
    · rintro ⟨i, hi, rfl⟩
      exact ⟨hpos i, hi⟩
    · rintro ⟨h1, h2⟩
      have hm : m ∈ Finset.univ.image (upperRank f) := by
        rw [himg]
        exact Finset.mem_Icc.2 ⟨h1, h2.trans hk⟩
      obtain ⟨i, _, hi⟩ := Finset.mem_image.1 hm
      exact ⟨i, hi.le.trans h2, hi⟩
  rw [← Finset.card_image_of_injective _ hinj, hk']
  simp
```

The substitution $g'=gh$ appears as `Equiv.mulRight h`, the bijection of the group given by right multiplication.

```lean
variable {G X : Type*} [Group G] [Fintype G] [MulAction G X]

/-- The p-value of the transformed data `h • x` is the upper rank of its statistic among
the statistics of all transforms of `x`, divided by the order of the group. -/
theorem pValue_smul (T : X → ℝ) (h : G) (x : X) :
    pValue G T (h • x) = (upperRank (fun g : G => T (g • x)) h : ℝ) / Fintype.card G := by
  have e : #{g : G | T (h • x) ≤ T (g • h • x)} = #{g : G | T (h • x) ≤ T (g • x)} :=
    Finset.card_equiv (Equiv.mulRight h) (by intro g; simp [mul_smul])
  rw [pValue, e, upperRank]
```

## From invariance to the error bound

An event is a predicate `A` on data sets, and its probability is the sum of `w` over the data sets that satisfy it. In the next theorem, `key` is the statement that a single transformation preserves this sum. Summing over the group and exchanging the two sums gives the average.

```lean
variable [Fintype X]

/-- For weights invariant under the group, the total weight of an event `A` is the weighted
sum over data sets of the fraction of transformations that carry the data into `A`. -/
theorem weight_eq_orbit_average (w : X → ℝ) (hw : ∀ (g : G) x, w (g • x) = w x)
    (A : X → Prop) [DecidablePred A] :
    ∑ x with A x, w x = (∑ x, w x * (#{h : G | A (h • x)} : ℝ)) / Fintype.card G := by
  have hG : (Fintype.card G : ℝ) ≠ 0 := Nat.cast_ne_zero.2 Fintype.card_ne_zero
  -- each single transformation preserves the weight of the event
  have key : ∀ h : G, ∑ x, (if A (h • x) then w x else 0) = ∑ x with A x, w x := by
    intro h
    rw [Finset.sum_filter]
    calc _ = ∑ x, (fun y => if A y then w y else 0)
              ((MulAction.toPerm h : Equiv.Perm X) x) := by simp [hw]
      _ = _ := Equiv.sum_comp (MulAction.toPerm h : Equiv.Perm X)
              (fun y => if A y then w y else 0)
  rw [eq_div_iff hG]
  calc (∑ x with A x, w x) * (Fintype.card G : ℝ)
      = ∑ _h : G, ∑ x with A x, w x := by
        rw [Finset.sum_const, Finset.card_univ, nsmul_eq_mul, mul_comm]
    _ = ∑ h : G, ∑ x, (if A (h • x) then w x else 0) :=
        Finset.sum_congr rfl fun h _ => (key h).symm
    _ = ∑ x, ∑ h : G, (if A (h • x) then w x else 0) := Finset.sum_comm
    _ = ∑ x, w x * (#{h : G | A (h • x)} : ℝ) := by
        refine Finset.sum_congr rfl fun x _ => ?_
        rw [← Finset.sum_filter, Finset.sum_const, nsmul_eq_mul, mul_comm]
```

The main theorem has four hypotheses: `h0` and `hsum` make `w` a probability distribution, `hw` is its invariance, and `ha` is $a\ge0$. Physically, `hw` is the null hypothesis, the assumption that the transformations make no difference to how probable the data are. That a given set of runs satisfies it has to be argued from how the runs were prepared; successive frames of one trajectory, for instance, are correlated and in general not exchangeable.

In the proof, `hx` bounds the number of transformations that lead to a small p-value, by rewriting each p-value as a rank. The final calculation weights this bound with `w` and sums.

```lean
/-- Validity of the randomization test: if a finite group preserves the probabilities on a
finite sample space, the p-value is at most `a` with probability at most `a`, for every
`a ≥ 0` and every real statistic. -/
theorem prob_pValue_le (w : X → ℝ) (h0 : ∀ x, 0 ≤ w x) (hsum : ∑ x, w x = 1)
    (hw : ∀ (g : G) x, w (g • x) = w x) (T : X → ℝ) {a : ℝ} (ha : 0 ≤ a) :
    ∑ x with pValue G T x ≤ a, w x ≤ a := by
  have hG : (0 : ℝ) < Fintype.card G := Nat.cast_pos.2 Fintype.card_pos
  -- on every orbit at most a fraction `a` of the transformations gives a small p-value
  have hx : ∀ x, (#{h : G | pValue G T (h • x) ≤ a} : ℝ) ≤ a * Fintype.card G := by
    intro x
    have e : #{h : G | pValue G T (h • x) ≤ a} =
        #{h : G | (upperRank (fun g : G => T (g • x)) h : ℝ) ≤ a * Fintype.card G} := by
      refine congrArg Finset.card (Finset.filter_congr fun h _ => ?_)
      rw [pValue_smul, div_le_iff₀ hG]
    rw [e]
    exact card_upperRank_le _ (mul_nonneg ha hG.le)
  rw [weight_eq_orbit_average (G := G) w hw, div_le_iff₀ hG]
  calc _ ≤ ∑ x, w x * (a * Fintype.card G) :=
        Finset.sum_le_sum fun x _ => mul_le_mul_of_nonneg_left (hx x) (h0 x)
    _ = a * Fintype.card G := by rw [← Finset.sum_mul, hsum, one_mul]
```

The equality theorem assumes the absence of ties, `hT`, for every data set. This is more than the argument uses: ties in data sets of weight zero would do no harm, because these contribute nothing to the average. Nonnegative weights are not assumed, although only with them is the sum a probability. The proof replaces the inequality for ranks by the exact count.

```lean
/-- Exactness without ties: if the group preserves weights of total one and distinct
transformations of the same data always give distinct statistics, the p-value is at most
`k / |G|` with total weight exactly `k / |G|`, for every `k ≤ |G|`. -/
theorem prob_pValue_eq (w : X → ℝ) (hsum : ∑ x, w x = 1)
    (hw : ∀ (g : G) x, w (g • x) = w x) (T : X → ℝ)
    (hT : ∀ x, Function.Injective fun g : G => T (g • x))
    {k : ℕ} (hk : k ≤ Fintype.card G) :
    ∑ x with pValue G T x ≤ (k : ℝ) / Fintype.card G, w x = (k : ℝ) / Fintype.card G := by
  have hG : (0 : ℝ) < Fintype.card G := Nat.cast_pos.2 Fintype.card_pos
  have hx : ∀ x, #{h : G | pValue G T (h • x) ≤ (k : ℝ) / Fintype.card G} = k := by
    intro x
    have hne : (Fintype.card G : ℝ) ≠ 0 := hG.ne'
    have hc : (k : ℝ) / Fintype.card G * Fintype.card G = k := by field_simp
    have e : #{h : G | pValue G T (h • x) ≤ (k : ℝ) / Fintype.card G} =
        #{h : G | upperRank (fun g : G => T (g • x)) h ≤ k} := by
      refine congrArg Finset.card (Finset.filter_congr fun h _ => ?_)
      rw [pValue_smul, div_le_iff₀ hG, hc, Nat.cast_le]
    rw [e]
    exact card_upperRank_eq _ (hT x) hk
  rw [weight_eq_orbit_average (G := G) w hw]
  simp_rw [hx]
  rw [← Finset.sum_mul, hsum, one_mul]
```

A fair sign meets all these conditions. The type `ℤˣ` consists of the integers $+1$ and $-1$; it serves both as the sample space and, acting by multiplication, as the group of flips.

```lean
/-- The probabilities of a fair random sign: one half for each of `+1` and `-1`. -/
def fairSign : ℤˣ → ℝ := fun _ => 1 / 2
```

The next theorem verifies the conditions for the statistic $T(x)=x$. In this case $P(p\le1/2)=1/2$, in contrast to the biased sign above.

```lean
/-- A fair random sign, with the sign flips as group and the sign itself as statistic, has
nonnegative invariant probabilities of sum one and no ties. -/
theorem fairSign_witness :
    (∀ x, 0 ≤ fairSign x) ∧ ∑ x, fairSign x = 1 ∧
    (∀ g x : ℤˣ, fairSign (g • x) = fairSign x) ∧
    ∀ x : ℤˣ, Function.Injective fun g : ℤˣ => (((g • x : ℤˣ) : ℤ) : ℝ) := by
  refine ⟨fun x => by norm_num [fairSign], ?_, fun g x => rfl, fun x g h e => ?_⟩
  · have hs : ∑ x, fairSign x = (Fintype.card ℤˣ : ℝ) * (1 / 2) := by simp [fairSign]
    rw [hs, Fintype.card_units_int]
    norm_num
  · have e' : (((g * x : ℤˣ) : ℤ) : ℝ) = (((h * x : ℤˣ) : ℤ) : ℝ) := e
    exact mul_right_cancel (Units.ext (Int.cast_injective e'))
```

## Reordering simulation runs

For the thermostat comparison, `ι` labels the runs, `α` is the finite set of values that one run can return, and a data set is a function `x : ι → α`. The hypothesis `hex` is exchangeability: reordering the observations leaves the joint probability unchanged. The group consists of all $n!$ permutations of the $n$ runs, and `T` can be the difference between the mean of the runs labelled as the first set and that of the rest.

The theorem writes a reordering as `x ∘ σ`, whereas a left action requires the inverse permutation. The proof therefore defines the action with `σ⁻¹`, and `hp` shows that the count is the same, since inversion permutes the group. The general bound then applies.

In simulation practice this limits how often two protocols are declared different although all the runs are exchangeable, provided that the statistic is fixed in advance, the outcomes take finitely many values and all permutations are enumerated. Equal mean energies are not enough for the bound: two thermostats can agree in the mean and differ in the fluctuations, and the runs are then not exchangeable. A p-value estimated from a random sample of permutations is a different quantity. The theorem `prob_pValue_eq` does not apply to this action once there are two or more runs: a data set with all values equal is unchanged by every reordering, which violates `hT`. The test then still has the upper bound, but may reject less often than its nominal level.

```lean
/-- The permutation test: for exchangeable data with finitely many values, the fraction of
reorderings whose statistic is at least the observed one is at most `a` with probability at
most `a`, for every `a ≥ 0`. -/
theorem permutation_test {ι α : Type*} [Fintype ι] [DecidableEq ι] [Fintype α]
    (w : (ι → α) → ℝ) (h0 : ∀ x, 0 ≤ w x) (hsum : ∑ x, w x = 1)
    (hex : ∀ (σ : Equiv.Perm ι) x, w (x ∘ σ) = w x) (T : (ι → α) → ℝ)
    {a : ℝ} (ha : 0 ≤ a) :
    ∑ x with (#{σ : Equiv.Perm ι | T x ≤ T (x ∘ σ)} : ℝ) / (Fintype.card ι).factorial ≤ a,
      w x ≤ a := by
  -- permutations act on data sets by relabelling the observations
  let _ : MulAction (Equiv.Perm ι) (ι → α) :=
    { smul := fun σ x => x ∘ ⇑σ⁻¹
      one_smul := fun _ => rfl
      mul_smul := fun _ _ _ => rfl }
  have hp : ∀ x, pValue (Equiv.Perm ι) T x =
      (#{σ : Equiv.Perm ι | T x ≤ T (x ∘ σ)} : ℝ) / (Fintype.card ι).factorial := by
    intro x
    have e : #{σ : Equiv.Perm ι | T x ≤ T (σ • x)} =
        #{σ : Equiv.Perm ι | T x ≤ T (x ∘ σ)} :=
      Finset.card_equiv (Equiv.inv (Equiv.Perm ι)) (fun σ => by
        simp only [Finset.mem_filter, Finset.mem_univ, true_and, Equiv.inv_apply]
        exact Iff.rfl)
    rw [pValue, e, Fintype.card_perm]
  refine le_of_eq_of_le
    (Finset.sum_congr (Finset.filter_congr fun x _ => ?_) fun _ _ => rfl)
    (prob_pValue_le (G := Equiv.Perm ι) w h0 hsum (fun σ x => hex σ⁻¹ x) T ha)
  rw [hp]

end

end RandomizationTest
```

```lean
#print axioms RandomizationTest.prob_pValue_le
-- 'RandomizationTest.prob_pValue_le' depends on axioms: [propext, Classical.choice, Quot.sound]
#print axioms RandomizationTest.prob_pValue_eq
-- 'RandomizationTest.prob_pValue_eq' depends on axioms: [propext, Classical.choice, Quot.sound]
#print axioms RandomizationTest.permutation_test
-- 'RandomizationTest.permutation_test' depends on axioms: [propext, Classical.choice, Quot.sound]
```
